# With $N=2p$ electrons in $N$ spatial orbitals, the $M_S=0$ fraction of determinants is asymptotically $\sqrt{2/(\pi p)}$

Two electrons in two spatial orbitals have four spin orbitals to choose from, which gives $\binom42=6$ determinants. Four of them have one electron of each spin, with two orbital choices per spin. The other two have both electrons up or both down. The $M_S=0$ fraction is therefore $2^2/6=2/3$.

For $2p$ electrons in $2p$ spatial orbitals (half filling, with $p$ a positive integer), let $f_k(p)$ be the fraction of determinants with spin projection $M_S=k$, where $k\ge0$ is an integer. Then

$$f_0(p)=\frac{\binom{2p}{p}^2}{\binom{4p}{2p}},\qquad f_k(p)\sqrt p\to\sqrt{2/\pi}\quad(k\text{ fixed},\ p\to\infty).$$

## Sizing a configuration-interaction vector

For a half-filled finite orbital set and a Hamiltonian that conserves $M_S$, a full configuration-interaction code looking for eigenstates with $M_S=0$ can store the $M_S=0$ block alone, as a $\binom{2p}{p}\times\binom{2p}{p}$ array over up and down strings (a string is the set of orbitals occupied by the electrons of one spin). Compared with all $2p$-electron determinants, this shortens the vector by a factor $1/f_0\sim\sqrt{\pi p/2}$. At $p=8$ the exact factor is about 3.6. The block itself still grows exponentially, roughly as $16^p/(\pi p)$.

## From string counts to the square-root law

A determinant in $m$ orbitals with $a$ up and $b$ down electrons is a pair of strings, so there are $\binom ma\binom mb$ of them. For $m=2p$, each factor is at most $\binom{2p}{p}$, so no sector of any electron number exceeds the half-filled $M_S=0$ sector.

With $2p$ electrons and $M_S=k\le p$, we have $a=p+k$ and $b=p-k$. Since $\binom{2p}{p-k}=\binom{2p}{p+k}$,

$$f_k(p)=\frac{\binom{2p}{p+k}^2}{\binom{4p}{2p}}.$$

Stirling's formula $n!\sim\sqrt{2\pi n}\,(n/e)^n$ gives

$$\binom{2n}{n}=\frac{(2n)!}{(n!)^2}\sim\frac{\sqrt{4\pi n}\,(2n/e)^{2n}}{2\pi n\,(n/e)^{2n}}=\frac{4^n}{\sqrt{\pi n}},$$

so $B_n=\binom{2n}{n}\sqrt n/4^n\to1/\sqrt\pi$.

Neighbouring binomials satisfy

$$\frac{\binom{2p}{p+k+1}}{\binom{2p}{p+k}}=\frac{p-k}{p+k+1}\to1.$$

Starting from $k=0$ and multiplying $k$ such ratios gives $R_k(p)=\binom{2p}{p+k}/\binom{2p}{p}\to1$.

For $p\ge1$ and $p\ge k$, the powers of 4 cancel in

$$f_k(p)\sqrt p=\sqrt2\,R_k(p)^2\,\frac{B_p^2}{B_{2p}}\to\sqrt2\,\frac{1/\pi}{1/\sqrt\pi}=\sqrt{\frac2\pi}.$$

## The Lean file

```lean
import Mathlib

open Filter Topology

namespace SpinSectorBlocking

noncomputable section

/-- The Slater determinants of `n` electrons in `m` spatial orbitals, as sets of occupied
spin orbitals (left summand: spin up, right summand: spin down). -/
def determinants (m n : ℕ) : Finset (Finset (Fin m ⊕ Fin m)) :=
  Finset.powersetCard n Finset.univ

/-- Twice the spin projection `M_S`: the number of up electrons minus that of down electrons. -/
def twiceMs {m : ℕ} (D : Finset (Fin m ⊕ Fin m)) : ℤ :=
  (D.toLeft.card : ℤ) - (D.toRight.card : ℤ)

/-- The `n`-electron determinants in `m` orbitals whose value of `2 M_S` is `s`. -/
def sector (m n : ℕ) (s : ℤ) : Finset (Finset (Fin m ⊕ Fin m)) :=
  (determinants m n).filter (fun D => twiceMs D = s)

/-- The fraction of determinants with `M_S = k` for `2p` electrons in `2p` orbitals. -/
def sectorFraction (p k : ℕ) : ℝ :=
  ((sector (2 * p) (2 * p) (2 * (k : ℤ))).card : ℝ) / ((determinants (2 * p) (2 * p)).card : ℝ)

/-- There are `C(2m, n)` determinants of `n` electrons in `m` spatial orbitals. -/
theorem card_determinants (m n : ℕ) : (determinants m n).card = (2 * m).choose n := by
  simp [determinants, two_mul]

/-- The sector with `a` up and `b` down electrons in `m` orbitals has `C(m, a) C(m, b)`
determinants. -/
theorem card_sector (m a b : ℕ) :
    (sector m (a + b) ((a : ℤ) - (b : ℤ))).card = m.choose a * m.choose b := by
  -- a determinant is the same thing as a pair of an up string and a down string
  have h : (sector m (a + b) ((a : ℤ) - (b : ℤ))).card =
      (Finset.powersetCard a (Finset.univ : Finset (Fin m)) ×ˢ
        Finset.powersetCard b (Finset.univ : Finset (Fin m))).card := by
    refine Finset.card_bij' (fun D _ => (D.toLeft, D.toRight))
      (fun P _ => P.1.disjSum P.2) ?_ ?_ ?_ ?_
    · intro D hD
      rw [sector, Finset.mem_filter, determinants, Finset.mem_powersetCard_univ, twiceMs] at hD
      have hc := D.card_toLeft_add_card_toRight
      simp only [Finset.mem_product, Finset.mem_powersetCard_univ]
      omega
    · intro P hP
      simp only [Finset.mem_product, Finset.mem_powersetCard_univ] at hP
      rw [sector, Finset.mem_filter, determinants, Finset.mem_powersetCard_univ, twiceMs]
      simp [Finset.card_disjSum, hP.1, hP.2]
    · intro D _
      ext x
      rcases x with x | x <;> simp
    · intro P _
      simp
  rw [h]
  simp

/-- With `2p` orbitals, no sector of `a` up and `b` down electrons has more determinants than
the `M_S = 0` sector of `2p` electrons. -/
theorem card_sector_le (p a b : ℕ) :
    (sector (2 * p) (a + b) ((a : ℤ) - (b : ℤ))).card ≤ (sector (2 * p) (2 * p) 0).card := by
  have h0 := card_sector (2 * p) p p
  rw [sub_self, ← two_mul] at h0
  rw [card_sector, h0]
  exact Nat.mul_le_mul (Nat.choose_le_centralBinom a p) (Nat.choose_le_centralBinom b p)

/-- For `k ≤ p`, the fraction of determinants with `M_S = k` is `C(2p, p+k)² / C(4p, 2p)`. -/
theorem sectorFraction_eq (p k : ℕ) (hk : k ≤ p) :
    sectorFraction p k = ((2 * p).choose (p + k) : ℝ) ^ 2 / ((4 * p).choose (2 * p) : ℝ) := by
  have h1 := card_sector (2 * p) (p + k) (p - k)
  have e1 : p + k + (p - k) = 2 * p := by omega
  have e2 : ((p + k : ℕ) : ℤ) - ((p - k : ℕ) : ℤ) = 2 * (k : ℤ) := by omega
  have e3 : (2 * p).choose (p - k) = (2 * p).choose (p + k) :=
    Nat.choose_symm_of_eq_add (by omega)
  rw [e1, e2, e3, ← sq] at h1
  rw [sectorFraction, h1, card_determinants, show 2 * (2 * p) = 4 * p by omega, Nat.cast_pow]

/-- The central binomial coefficient obeys `C(2n, n) √n / 4ⁿ → 1/√π`. -/
theorem central_binomial_limit :
    Tendsto (fun n : ℕ => ((2 * n).choose n : ℝ) * Real.sqrt n / 4 ^ n) atTop
      (𝓝 (1 / Real.sqrt Real.pi)) := by
  have hs := Stirling.tendsto_stirlingSeq_sqrt_pi
  have hpi : Real.sqrt Real.pi ≠ 0 := (Real.sqrt_pos.2 Real.pi_pos).ne'
  have h2 : Tendsto (fun n : ℕ => 2 * n) atTop atTop :=
    tendsto_atTop.2 fun b => (eventually_ge_atTop b).mono fun n hn => by
      show b ≤ 2 * n
      omega
  have hl := (hs.comp h2).div (hs.pow 2) (pow_ne_zero 2 hpi)
  have e : Real.sqrt Real.pi / Real.sqrt Real.pi ^ 2 = 1 / Real.sqrt Real.pi := by
    field_simp
  rw [e] at hl
  refine hl.congr' ?_
  filter_upwards [eventually_gt_atTop 0] with n hn
  show Stirling.stirlingSeq (2 * n) / Stirling.stirlingSeq n ^ 2 = _
  have hn' : (0 : ℝ) < n := by exact_mod_cast hn
  have hc : ((2 * n).choose n : ℝ) * (n.factorial : ℝ) * (n.factorial : ℝ)
      = ((2 * n).factorial : ℝ) := by
    have h := Nat.choose_mul_factorial_mul_factorial (show n ≤ 2 * n by omega)
    rw [show 2 * n - n = n by omega] at h
    exact_mod_cast h
  have r1 : Real.sqrt (2 * ((2 * n : ℕ) : ℝ)) = 2 * Real.sqrt n := by
    push_cast
    rw [show (2 * (2 * (n : ℝ))) = 2 ^ 2 * n by ring, Real.sqrt_mul (by positivity),
      Real.sqrt_sq (by norm_num)]
  have r2 : Real.sqrt (2 * (n : ℝ)) ^ 2 = 2 * Real.sqrt n ^ 2 := by
    rw [Real.sq_sqrt (by positivity), Real.sq_sqrt hn'.le]
  have r3 : (((2 * n : ℕ) : ℝ) / Real.exp 1) ^ (2 * n)
      = 4 ^ n * (((n : ℝ) / Real.exp 1) ^ n) ^ 2 := by
    push_cast
    rw [mul_div_assoc, mul_pow, pow_mul, ← pow_mul _ n 2, mul_comm n 2]
    norm_num
  -- the powers of n/e cancel between numerator and denominator
  have key : ∀ c f s q Y F : ℝ, f ≠ 0 → s ≠ 0 → Y ≠ 0 → F ≠ 0 → q ^ 2 = 2 * s ^ 2 →
      c * f * f / (2 * s * (F * Y ^ 2)) / (f / (q * Y)) ^ 2 = c * s / F := by
    intro c f s q Y F hf hs hY hF hq
    rw [div_pow, mul_pow, hq]
    field_simp
  simp only [Stirling.stirlingSeq]
  rw [r1, r3, ← hc]
  exact key _ _ _ _ _ _ (by positivity) (Real.sqrt_pos.2 hn').ne' (by positivity)
    (by positivity) r2

/-- For fixed `k`, the ratio `C(2p, p+k) / C(2p, p)` tends to one. -/
theorem shifted_binomial_ratio (k : ℕ) :
    Tendsto (fun p : ℕ => ((2 * p).choose (p + k) : ℝ) / ((2 * p).choose p : ℝ)) atTop
      (𝓝 1) := by
  have hC : ∀ p : ℕ, ((2 * p).choose p : ℝ) ≠ 0 := fun p => by
    exact_mod_cast (Nat.choose_pos (show p ≤ 2 * p by omega)).ne'
  induction k with
  | zero =>
    have e : ∀ p : ℕ, (1 : ℝ) = ((2 * p).choose (p + 0) : ℝ) / ((2 * p).choose p : ℝ) :=
      fun p => by rw [add_zero, div_self (hC p)]
    exact tendsto_const_nhds.congr e
  | succ k ih =>
    have hpos : ∀ p : ℕ, (p : ℝ) + ((k : ℝ) + 1) ≠ 0 := fun p => by positivity
    have hr : Tendsto (fun p : ℕ => ((p : ℝ) - k) / ((p : ℝ) + ((k : ℝ) + 1))) atTop (𝓝 1) := by
      have hg : Tendsto (fun p : ℕ => (p : ℝ) + ((k : ℝ) + 1)) atTop atTop :=
        tendsto_atTop_add_const_right atTop _ tendsto_natCast_atTop_atTop
      have h1 := (hg.const_div_atTop (2 * (k : ℝ) + 1)).const_sub 1
      rw [sub_zero] at h1
      have e : ∀ p : ℕ, 1 - (2 * (k : ℝ) + 1) / ((p : ℝ) + ((k : ℝ) + 1))
          = ((p : ℝ) - k) / ((p : ℝ) + ((k : ℝ) + 1)) := fun p => by
        rw [eq_div_iff (hpos p), sub_mul, div_mul_cancel₀ _ (hpos p)]
        ring
      exact h1.congr e
    have h := ih.mul hr
    rw [mul_one] at h
    refine h.congr' ?_
    filter_upwards [eventually_ge_atTop k] with p hp
    -- neighbouring binomials differ by the factor (p - k) / (p + k + 1)
    have h3 := Nat.choose_succ_right_eq (2 * p) (p + k)
    rw [show 2 * p - (p + k) = p - k by omega] at h3
    have h4 := congrArg (Nat.cast : ℕ → ℝ) h3
    push_cast [Nat.cast_sub hp] at h4
    rw [← add_assoc p k 1, div_mul_div_comm,
      div_eq_div_iff (mul_ne_zero (hC p) (hpos p)) (hC p)]
    linear_combination (-((2 * p).choose p : ℝ)) * h4

/-- For every fixed `k`, the fraction of determinants with `M_S = k` for `2p` electrons in `2p`
orbitals, times `√p`, tends to `√(2/π)`. -/
theorem sectorFraction_limit (k : ℕ) :
    Tendsto (fun p : ℕ => sectorFraction p k * Real.sqrt p) atTop
      (𝓝 (Real.sqrt (2 / Real.pi))) := by
  have hpi : Real.sqrt Real.pi ≠ 0 := (Real.sqrt_pos.2 Real.pi_pos).ne'
  have h2 : Tendsto (fun n : ℕ => 2 * n) atTop atTop :=
    tendsto_atTop.2 fun b => (eventually_ge_atTop b).mono fun n hn => by
      show b ≤ 2 * n
      omega
  have hc := central_binomial_limit
  have h := (((shifted_binomial_ratio k).pow 2).mul
    ((hc.pow 2).div (hc.comp h2) (one_div_ne_zero hpi))).const_mul (Real.sqrt 2)
  have alg : ∀ a b : ℝ, b ≠ 0 → a * (1 ^ 2 * ((1 / b) ^ 2 / (1 / b))) = a / b := by
    intro a b hb
    field_simp
  rw [alg _ _ hpi, ← Real.sqrt_div (by norm_num)] at h
  refine h.congr' ?_
  filter_upwards [eventually_ge_atTop k, eventually_gt_atTop 0] with p hk hp
  have hp' : (0 : ℝ) < p := by exact_mod_cast hp
  show Real.sqrt 2 * ((((2 * p).choose (p + k) : ℝ) / ((2 * p).choose p : ℝ)) ^ 2 *
    ((((2 * p).choose p : ℝ) * Real.sqrt p / 4 ^ p) ^ 2 /
      (((2 * (2 * p)).choose (2 * p) : ℝ) * Real.sqrt ((2 * p : ℕ) : ℝ) / 4 ^ (2 * p)))) = _
  have r : Real.sqrt ((2 * p : ℕ) : ℝ) = Real.sqrt 2 * Real.sqrt p := by
    push_cast
    rw [Real.sqrt_mul (by norm_num)]
  have r4 : (4 : ℝ) ^ (2 * p) = (4 ^ p) ^ 2 := by
    rw [mul_comm, pow_mul]
  -- the exponentials cancel, leaving one factor √p
  have key : ∀ t A C s F D : ℝ, t ≠ 0 → C ≠ 0 → s ≠ 0 → F ≠ 0 → D ≠ 0 →
      t * ((A / C) ^ 2 * ((C * s / F) ^ 2 / (D * (t * s) / F ^ 2))) = A ^ 2 / D * s := by
    intro t A C s F D ht hC hs hF hD
    field_simp
  rw [sectorFraction_eq p k hk, show 2 * (2 * p) = 4 * p by omega, r, r4]
  refine key _ _ _ _ _ _ (by positivity) ?_ (Real.sqrt_pos.2 hp').ne' (by positivity) ?_
  · exact_mod_cast (Nat.choose_pos (show p ≤ 2 * p by omega)).ne'
  · exact_mod_cast (Nat.choose_pos (show 2 * p ≤ 4 * p by omega)).ne'

/-- For `2p` electrons in `2p` orbitals the fraction of determinants with `M_S = 0` is
`C(2p, p)² / C(4p, 2p)`, and this fraction times `√p` tends to `√(2/π)`. -/
theorem zero_spin_projection_fraction :
    (∀ p : ℕ, sectorFraction p 0
      = ((2 * p).choose p : ℝ) ^ 2 / ((4 * p).choose (2 * p) : ℝ)) ∧
    Tendsto (fun p : ℕ => sectorFraction p 0 * Real.sqrt p) atTop
      (𝓝 (Real.sqrt (2 / Real.pi))) :=
  ⟨fun p => sectorFraction_eq p 0 (Nat.zero_le p), sectorFraction_limit 0⟩

end

end SpinSectorBlocking
```

```lean
#print axioms SpinSectorBlocking.card_sector_le
#print axioms SpinSectorBlocking.zero_spin_projection_fraction
```

```
'SpinSectorBlocking.card_sector_le' depends on axioms: [propext, Classical.choice, Quot.sound]
'SpinSectorBlocking.zero_spin_projection_fraction' depends on axioms: [propext, Classical.choice, Quot.sound]
```

## How the statements and proofs correspond to the count

A spin orbital is an element of `Fin m ⊕ Fin m`, with spin up on the left. A determinant is a finite set of occupied spin orbitals, without sign or amplitude. `twiceMs` is the up count minus the down count, so `sector` takes $2M_S$ as its argument, while `sectorFraction p k` takes $M_S=k$. `Tendsto … atTop` expresses the limit $p\to\infty$. The final theorem, `zero_spin_projection_fraction`, joins the exact formula for every $p$, including $p=0$, to the limit for $M_S=0$.

`card_sector` proves the string count by a bijection: `toLeft` and `toRight` split a determinant, `disjSum` reassembles it, and `omega` recovers $a$ and $b$ from their sum and difference. `card_sector_le` bounds each factor by the central binomial, and `sectorFraction_eq` applies the symmetry of the binomials.

`central_binomial_limit` starts from Mathlib's Stirling sequence, $n!/(\sqrt{2n}(n/e)^n)\to\sqrt\pi$, and divides its value at $2n$ by the square of its value at $n$. `shifted_binomial_ratio` is the induction on $k$. `sectorFraction_limit` combines the limits; its `filter_upwards` step restricts to $p\ge k$ and $p>0$, where the algebraic identity holds, and `key` performs the cancellation.

## Fixed spin projection, no error bar

The limit is for $k$ held fixed while $p$ grows; it gives no convergence rate and does not describe $k$ growing with $p$. For sizing an array at finite $p$, use the exact binomials.

The theorems count determinants only. Conservation of $M_S$ is an assumption about the Hamiltonian and is not proved here, and point-group symmetry, truncated excitation spaces and other fillings would need their own fractions. Nor is the $M_S=0$ sector the singlet space: at $p=1$ its four determinants span three singlets and one triplet component.
